# A static Gaussian field reproduces Z of the Hubbard atom but not its Green function

For one orbital with number operators n↑, n↓, take H = U(n↑ − ½)(n↓ − ½), inverse temperature β > 0, and a field φ that is Gaussian with mean 0 and variance U/β; E denotes its average. For U ≥ 0,

e^(−βU/4) E[2 + 2cosh(βφ)] = 4cosh(βU/4) = Tr e^(−βH).

For U > 0 and imaginary time 0 < τ < β,

E[e^(τφ)(1 + e^(−βφ))] < e^(τU/2) + e^((β−τ)U/2).

With c↑ the spin-up annihilator, define for any Hamiltonian K

Z[K] = Tr e^(−βK),  g[K](τ) = Tr(e^(−(β−τ)K) c↑ e^(−τK) c↑†),

and with the moment m = n↑ − n↓ and the one-body Hamiltonian h(φ) = −φm,

G_exact(τ) = −g[H](τ)/Z[H],  G_static(τ) = −E g[h(φ)](τ) / E Z[h(φ)].

The inequality gives G_exact(τ) < G_static(τ) < 0 inside the interval, while the two functions agree at τ = 0 and τ = β.

## Where a code relies on it

For this single site without hopping, a finite-temperature auxiliary-field code that keeps only the time-independent part of a Gaussian Hubbard–Stratonovich field coupled to m = n↑ − n↓ computes G_static. Apart from sampling error, and with the factor e^(−βU/4) included in Z, such a code gets Z at every β, and G at both endpoints, exactly, and, for U > 0, underestimates |G| at every interior time. Agreement of Z and of the endpoint values therefore does not validate time-displaced measurements.

A sampler can draw φ from the Gaussian, accumulate w = 2 + 2cosh(βφ) and e^(τφ)(1 + e^(−βφ)) separately, and divide the mean of the second by the mean of the first. G_static is minus this ratio of averages, in the limit of many samples. Since w = (1 + e^(βφ))(1 + e^(−βφ)), it is equivalent to average the fixed-field function −e^(τφ)/(1 + e^(βφ)) with weight w; averaging it over the bare Gaussian gives a different value when U > 0 and 0 < τ < β.

## Derivation

Number the basis 0, 1, 2, 3 for empty, up, down, double. Then c↑ takes 1 → 0 and 3 → 2, and the spin-down annihilator c↓ takes 2 → 0 and 3 → 1, the last with a minus sign. Because n² = n, one has m² = n↑ + n↓ − 2n↑n↓, and expanding the product in H gives

H = U/4 − (U/2)m².

For K diagonal with energies E₀, …, E₃, the trace Z[K] is the sum of the e^(−βEᵢ). In g[K], c↑† creates an electron that propagates for time τ and is removed by c↑, and only the pairs (0,1) and (2,3) contribute:

g[K](τ) = e^(−(β−τ)E₀) e^(−τE₁) + e^(−(β−τ)E₂) e^(−τE₃).

H has energies (U/4, −U/4, −U/4, U/4). Hence Z[H] = 2e^(−βU/4) + 2e^(βU/4) = 4cosh(βU/4). The exponents in g are (2τ − β)U/4 and (β − 2τ)U/4, so

g[H](τ) = e^(−βU/4) (e^(τU/2) + e^((β−τ)U/2)).

h(φ) has energies (0, −φ, φ, 0), so

Z[h(φ)] = 2 + 2cosh(βφ),  g[h(φ)](τ) = e^(τφ) + e^(−(β−τ)φ) = e^(τφ)(1 + e^(−βφ)).

Completing the square in the Gaussian integral gives, for real t,

E e^(tφ) = e^(t²U/(2β)).

With t = 0, β, −β this yields E Z[h(φ)] = 2 + 2e^(βU/2), and multiplication by e^(−βU/4) gives 4cosh(βU/4). With t = τ and t = τ − β,

E g[h(φ)](τ) = e^(τ²U/(2β)) + e^((β−τ)²U/(2β)).

Multiplying numerator and denominator of G_static by e^(−βU/4),

G_static(τ) = −e^(−βU/4) (e^(τ²U/(2β)) + e^((β−τ)²U/(2β))) / (4cosh(βU/4)).

This is G_exact with each duration s ∈ {τ, β − τ} for which the moment is nonzero replaced by s²/β. For 0 < s < β, s(β − s) > 0 means s²/β < s, so for U > 0 both exponentials are strictly too small. At s = 0 and s = β, s²/β = s.

## The file

In Lean 4 with Mathlib:

```lean
import Mathlib

open Matrix MeasureTheory ProbabilityTheory

namespace HubbardAtomStaticField

noncomputable section

/-- Operators on the Fock space of one orbital, basis: empty, up, down, doubly occupied. -/
abbrev Op := Matrix (Fin 4) (Fin 4) ℝ

/-- Annihilator of a spin-up electron; its transpose is the creator. -/
def cUp : Op := !![0, 1, 0, 0; 0, 0, 0, 0; 0, 0, 0, 1; 0, 0, 0, 0]

/-- Annihilator of a spin-down electron, with the fermion sign. -/
def cDn : Op := !![0, 0, 1, 0; 0, 0, 0, -1; 0, 0, 0, 0; 0, 0, 0, 0]

/-- Spin-up number operator. -/
def nUp : Op := cUpᵀ * cUp

/-- Spin-down number operator. -/
def nDn : Op := cDnᵀ * cDn

/-- The moment `m = n↑ - n↓`. -/
def spinMoment : Op := nUp - nDn

/-- Hubbard atom `H = U (n↑ - 1/2)(n↓ - 1/2)`. -/
def hubbard (U : ℝ) : Op := U • ((nUp - (1 / 2 : ℝ) • (1 : Op)) * (nDn - (1 / 2 : ℝ) • (1 : Op)))

/-- One-body Hamiltonian `h(φ) = -φ m` in a static field `φ`. -/
def staticHam (φ : ℝ) : Op := (-φ) • spinMoment

/-- Partition function `Tr exp(-β H)`. -/
def partition (β : ℝ) (H : Op) : ℝ := Matrix.trace (NormedSpace.exp ((-β) • H))

/-- Unnormalised correlator `Tr(exp(-(β-τ)H) c↑ exp(-τH) c↑†)`. -/
def greenTrace (β τ : ℝ) (H : Op) : ℝ :=
  Matrix.trace (NormedSpace.exp ((-(β - τ)) • H) * cUp * NormedSpace.exp ((-τ) • H) * cUpᵀ)

/-- Law of the static field: Gaussian of mean `0` and variance `U/β`. -/
def fieldLaw (β U : ℝ) : Measure ℝ := gaussianReal 0 (U / β).toNNReal

/-- Spin-up Green function `G(τ)` of the Hubbard atom. -/
def exactGreen (β τ U : ℝ) : ℝ := -greenTrace β τ (hubbard U) / partition β (hubbard U)

/-- Static-field Green function: minus the field-averaged correlator of `h(φ)` over the
field-averaged partition function of `h(φ)`. -/
def staticGreen (β τ U : ℝ) : ℝ :=
  -(∫ φ, greenTrace β τ (staticHam φ) ∂fieldLaw β U) /
    ∫ φ, partition β (staticHam φ) ∂fieldLaw β U

set_option maxHeartbeats 400000 in
/-- `c↑` and `c↓` obey the canonical anticommutation relations. -/
theorem car : cUp * cUpᵀ + cUpᵀ * cUp = 1 ∧ cDn * cDnᵀ + cDnᵀ * cDn = 1 ∧
    cUp * cDn + cDn * cUp = 0 ∧ cUp * cDnᵀ + cDnᵀ * cUp = 0 ∧
    cUp * cUp = 0 ∧ cDn * cDn = 0 := by
  refine ⟨?_, ?_, ?_, ?_, ?_, ?_⟩ <;> ext i j <;>
    simp only [Matrix.add_apply, Matrix.mul_apply, Matrix.transpose_apply, Fin.sum_univ_four] <;>
    fin_cases i <;> fin_cases j <;> simp [cUp, cDn]

/-- The interaction is a square of the moment: `H = U/4 - (U/2) m²`. -/
theorem hubbard_eq_sq (U : ℝ) :
    hubbard U = (U / 4) • (1 : Op) - (U / 2) • (spinMoment * spinMoment) := by
  ext i j
  simp only [hubbard, spinMoment, nUp, nDn, Matrix.smul_apply, Matrix.sub_apply,
    Matrix.mul_apply, Matrix.transpose_apply, Fin.sum_univ_four]
  fin_cases i <;> fin_cases j <;> simp [cUp, cDn, Matrix.one_apply] <;> ring

/-- For a Hamiltonian diagonal in the occupation basis with energies `E`, the partition function
is the Boltzmann sum and the correlator has the terms empty → up and down → double. -/
theorem traces_diagonal (β τ : ℝ) (E : Fin 4 → ℝ) :
    partition β (diagonal E) = ∑ i, Real.exp (-β * E i) ∧
    greenTrace β τ (diagonal E) = Real.exp (-(β - τ) * E 0) * Real.exp (-τ * E 1)
      + Real.exp (-(β - τ) * E 2) * Real.exp (-τ * E 3) := by
  have h : ∀ s : ℝ, NormedSpace.exp (s • diagonal E)
      = diagonal (fun i => Real.exp (s * E i)) := by
    intro s
    rw [← Matrix.diagonal_smul, Matrix.exp_diagonal]
    congr 1
    funext i
    simp only [Pi.coe_exp, Real.exp_eq_exp_ℝ, Pi.smul_apply, smul_eq_mul]
  have key : ∀ A : Op, Matrix.trace (A * cUpᵀ) = A 0 1 + A 2 3 := by
    intro A
    simp only [Matrix.trace, Matrix.diag_apply, Matrix.mul_apply, Matrix.transpose_apply,
      Fin.sum_univ_four]
    simp [cUp]
  constructor
  · simp only [partition, h, Matrix.trace_diagonal]
  · simp only [greenTrace, h, key, Matrix.mul_diagonal, Matrix.diagonal_mul]
    simp [cUp]

/-- For the Hubbard atom `Z = 4 cosh(βU/4)` and the correlator is
`exp(-βU/4) (exp(τU/2) + exp((β-τ)U/2))`. -/
theorem traces_hubbard (β τ U : ℝ) :
    partition β (hubbard U) = 4 * Real.cosh (β * U / 4) ∧
    greenTrace β τ (hubbard U) = Real.exp (-(β * U / 4)) *
      (Real.exp (τ * U / 2) + Real.exp ((β - τ) * U / 2)) := by
  have hd : hubbard U = diagonal ![U / 4, -(U / 4), -(U / 4), U / 4] := by
    ext i j
    simp only [hubbard, nUp, nDn, Matrix.smul_apply, Matrix.sub_apply,
      Matrix.mul_apply, Matrix.transpose_apply, Fin.sum_univ_four]
    fin_cases i <;> fin_cases j <;>
      simp [cUp, cDn, Matrix.one_apply] <;> ring
  rw [hd, (traces_diagonal β τ _).1, (traces_diagonal β τ _).2]
  simp only [Fin.sum_univ_four, Matrix.cons_val_zero, Matrix.cons_val_one, Matrix.cons_val]
  constructor
  · rw [Real.cosh_eq]
    ring_nf
  · simp only [mul_add, ← Real.exp_add]
    congr 2 <;> ring

/-- In a fixed field `φ` the partition function is `2 + 2 cosh(βφ)` and the correlator is
`exp(τφ)(1 + exp(-βφ))`. -/
theorem traces_static (β τ φ : ℝ) :
    partition β (staticHam φ) = 2 + 2 * Real.cosh (β * φ) ∧
    greenTrace β τ (staticHam φ) = Real.exp (τ * φ) * (1 + Real.exp (-(β * φ))) := by
  have hd : staticHam φ = diagonal ![0, -φ, φ, 0] := by
    ext i j
    simp only [staticHam, spinMoment, nUp, nDn, Matrix.smul_apply, Matrix.sub_apply,
      Matrix.mul_apply, Matrix.transpose_apply, Fin.sum_univ_four]
    fin_cases i <;> fin_cases j <;> simp [cUp, cDn]
  rw [hd, (traces_diagonal β τ _).1, (traces_diagonal β τ _).2]
  simp only [Fin.sum_univ_four, Matrix.cons_val_zero, Matrix.cons_val_one, Matrix.cons_val]
  constructor
  · simp only [Real.cosh_eq, mul_zero, Real.exp_zero]
    ring_nf
  · simp only [mul_zero, Real.exp_zero, one_mul, mul_one, mul_add, ← Real.exp_add]
    congr 2 <;> ring

/-- `exp(tφ)` is integrable over the field and its average is `exp(t²U/(2β))`. -/
theorem gaussian_exp {β U : ℝ} (hβ : 0 < β) (hU : 0 ≤ U) (t : ℝ) :
    Integrable (fun φ => Real.exp (t * φ)) (fieldLaw β U) ∧
    ∫ φ, Real.exp (t * φ) ∂fieldLaw β U = Real.exp (t ^ 2 * U / (2 * β)) := by
  have hv : 0 ≤ U / β := div_nonneg hU hβ.le
  constructor
  · unfold fieldLaw
    exact integrable_exp_mul_gaussianReal t
  · have h : ∫ φ, Real.exp (t * φ) ∂fieldLaw β U = mgf (fun x => x) (fieldLaw β U) t := rfl
    rw [h, fieldLaw, mgf_fun_id_gaussianReal]
    simp only [Real.coe_toNNReal _ hv]
    congr 1
    ring

/-- `exp(-βU/4) E[2 + 2 cosh(βφ)] = 4 cosh(βU/4)`, and `exp(-βU/4)` times the averaged partition
function of `h(φ)` is the partition function of the Hubbard atom. -/
theorem static_partition {β U : ℝ} (hβ : 0 < β) (hU : 0 ≤ U) :
    Real.exp (-(β * U / 4)) * ∫ φ, (2 + 2 * Real.cosh (β * φ)) ∂fieldLaw β U
      = 4 * Real.cosh (β * U / 4) ∧
    Real.exp (-(β * U / 4)) * ∫ φ, partition β (staticHam φ) ∂fieldLaw β U
      = partition β (hubbard U) := by
  obtain ⟨i0, e0⟩ := gaussian_exp hβ hU 0
  obtain ⟨i1, e1⟩ := gaussian_exp hβ hU β
  obtain ⟨i2, e2⟩ := gaussian_exp hβ hU (-β)
  have a0 : (0 : ℝ) ^ 2 * U / (2 * β) = 0 := by simp
  have a1 : β ^ 2 * U / (2 * β) = β * U / 2 := by
    rw [sq, mul_assoc, mul_comm 2 β, mul_div_mul_left _ _ hβ.ne']
  rw [a0, Real.exp_zero] at e0
  rw [a1] at e1
  rw [neg_sq, a1] at e2
  have i12 : Integrable (fun φ => Real.exp (β * φ) + Real.exp (-β * φ)) (fieldLaw β U) :=
    i1.add i2
  -- sectors m = 0 (twice), m = 1, m = -1
  have hf : (fun φ => 2 + 2 * Real.cosh (β * φ)) =
      fun φ => 2 * Real.exp (0 * φ) + (Real.exp (β * φ) + Real.exp (-β * φ)) := by
    funext φ
    simp only [Real.cosh_eq, zero_mul, Real.exp_zero, neg_mul]
    ring
  have hx : Real.exp (-(β * U / 4)) * Real.exp (β * U / 2) = Real.exp (β * U / 4) := by
    rw [← Real.exp_add]
    congr 1
    ring
  have h : Real.exp (-(β * U / 4)) * ∫ φ, (2 + 2 * Real.cosh (β * φ)) ∂fieldLaw β U
      = 4 * Real.cosh (β * U / 4) := by
    rw [hf, integral_add (i0.const_mul 2) i12, integral_add i1 i2, integral_const_mul,
      e0, e1, e2, Real.cosh_eq]
    linear_combination 2 * hx
  have hs : ∀ φ, partition β (staticHam φ) = 2 + 2 * Real.cosh (β * φ) :=
    fun φ => (traces_static β 0 φ).1
  refine ⟨h, ?_⟩
  simp only [hs]
  rw [(traces_hubbard β 0 U).1]
  exact h

/-- `E[exp(τφ)(1 + exp(-βφ))] = exp(τ²U/(2β)) + exp((β-τ)²U/(2β))`, and the static Green
function is minus `exp(-βU/4)` times this sum over `4 cosh(βU/4)`. -/
theorem static_green_average {β U : ℝ} (hβ : 0 < β) (hU : 0 ≤ U) (τ : ℝ) :
    ∫ φ, Real.exp (τ * φ) * (1 + Real.exp (-(β * φ))) ∂fieldLaw β U
      = Real.exp (τ ^ 2 * U / (2 * β)) + Real.exp ((β - τ) ^ 2 * U / (2 * β)) ∧
    staticGreen β τ U = -(Real.exp (-(β * U / 4)) * (Real.exp (τ ^ 2 * U / (2 * β))
      + Real.exp ((β - τ) ^ 2 * U / (2 * β)))) / (4 * Real.cosh (β * U / 4)) := by
  obtain ⟨i1, e1⟩ := gaussian_exp hβ hU τ
  obtain ⟨i2, e2⟩ := gaussian_exp hβ hU (τ - β)
  have hf : (fun φ => Real.exp (τ * φ) * (1 + Real.exp (-(β * φ)))) =
      fun φ => Real.exp (τ * φ) + Real.exp ((τ - β) * φ) := by
    funext φ
    rw [mul_add, mul_one, ← Real.exp_add]
    congr 2
    ring
  have h : ∫ φ, Real.exp (τ * φ) * (1 + Real.exp (-(β * φ))) ∂fieldLaw β U
      = Real.exp (τ ^ 2 * U / (2 * β)) + Real.exp ((β - τ) ^ 2 * U / (2 * β)) := by
    rw [hf, integral_add i1 i2, e1, e2, show (τ - β) ^ 2 = (β - τ) ^ 2 by ring]
  have hg : ∀ φ, greenTrace β τ (staticHam φ) = Real.exp (τ * φ) * (1 + Real.exp (-(β * φ))) :=
    fun φ => (traces_static β τ φ).2
  have hZ := (static_partition hβ hU).2
  rw [(traces_hubbard β τ U).1] at hZ
  refine ⟨h, ?_⟩
  simp only [staticGreen, hg]
  rw [h, ← hZ, neg_div, neg_div, mul_div_mul_left _ _ (Real.exp_ne_zero _)]

/-- For `U > 0` and `0 < τ < β`, `E[exp(τφ)(1 + exp(-βφ))] < exp(τU/2) + exp((β-τ)U/2)`, and the
static Green function lies strictly between the exact one and zero. -/
theorem static_misses_green {β τ U : ℝ} (hU : 0 < U) (hτ0 : 0 < τ) (hτ : τ < β) :
    ∫ φ, Real.exp (τ * φ) * (1 + Real.exp (-(β * φ))) ∂fieldLaw β U
      < Real.exp (τ * U / 2) + Real.exp ((β - τ) * U / 2) ∧
    exactGreen β τ U < staticGreen β τ U ∧ staticGreen β τ U < 0 := by
  have hβ : 0 < β := hτ0.trans hτ
  have h2 : 0 < 2 * β := by positivity
  -- s²/β < s for 0 < s < β
  have key : ∀ s, 0 < s → s < β → Real.exp (s ^ 2 * U / (2 * β)) < Real.exp (s * U / 2) := by
    intro s hs hsβ
    apply Real.exp_lt_exp.mpr
    rw [div_lt_div_iff₀ h2 two_pos]
    nlinarith [mul_pos (mul_pos hs hU) (sub_pos.2 hsβ)]
  have hlt := add_lt_add (key τ hτ0 hτ) (key (β - τ) (by linarith) (by linarith))
  have hZ : 0 < 4 * Real.cosh (β * U / 4) := mul_pos (by norm_num) (Real.cosh_pos _)
  obtain ⟨h1, hG⟩ := static_green_average hβ hU.le τ
  refine ⟨by rw [h1]; exact hlt, ?_, ?_⟩
  · rw [hG, exactGreen, (traces_hubbard β τ U).1, (traces_hubbard β τ U).2]
    exact div_lt_div_of_pos_right
      (neg_lt_neg (mul_lt_mul_of_pos_left hlt (Real.exp_pos _))) hZ
  · rw [hG]
    exact div_neg_of_neg_of_pos (neg_lt_zero.2 (by positivity)) hZ

/-- At `τ = 0` and `τ = β` the static and the exact Green functions agree. -/
theorem static_exact_at_endpoints {β U : ℝ} (hβ : 0 < β) (hU : 0 ≤ U) :
    staticGreen β 0 U = exactGreen β 0 U ∧ staticGreen β β U = exactGreen β β U := by
  have a0 : (0 : ℝ) ^ 2 * U / (2 * β) = 0 * U / 2 := by simp
  have a1 : β ^ 2 * U / (2 * β) = β * U / 2 := by
    rw [sq, mul_assoc, mul_comm 2 β, mul_div_mul_left _ _ hβ.ne']
  constructor
  · rw [(static_green_average hβ hU 0).2, exactGreen, (traces_hubbard β 0 U).1,
      (traces_hubbard β 0 U).2, sub_zero, a0, a1]
  · rw [(static_green_average hβ hU β).2, exactGreen, (traces_hubbard β β U).1,
      (traces_hubbard β β U).2, sub_self, a0, a1]

end

end HubbardAtomStaticField
```

```lean
#print axioms HubbardAtomStaticField.car
#print axioms HubbardAtomStaticField.hubbard_eq_sq
#print axioms HubbardAtomStaticField.static_misses_green
#print axioms HubbardAtomStaticField.static_exact_at_endpoints
```

```
'HubbardAtomStaticField.car' depends on axioms: [propext, Classical.choice, Quot.sound]
'HubbardAtomStaticField.hubbard_eq_sq' depends on axioms: [propext, Classical.choice, Quot.sound]
'HubbardAtomStaticField.static_misses_green' depends on axioms: [propext, Classical.choice, Quot.sound]
'HubbardAtomStaticField.static_exact_at_endpoints' depends on axioms: [propext, Classical.choice, Quot.sound]
```

## What is checked, and its limits

`Op` is the real 4×4 matrices with the index order above; the transpose is the adjoint. `partition` and `greenTrace` are Z and the unnormalised g, written with the matrix exponential `NormedSpace.exp`. `exactGreen` is G(τ) = −⟨c↑(τ)c↑†⟩ with c↑(τ) = e^(τH) c↑ e^(−τH). `staticGreen` carries no factor e^(−βU/4), since it cancels in the ratio. `fieldLaw` is `gaussianReal 0 (U / β).toNNReal`.

`car` verifies entry by entry that the matrices anticommute as fermions should, and `hubbard_eq_sq` is the square-of-the-moment form; later theorems use neither, and get the energies directly as `hd`. `traces_diagonal` applies `Matrix.exp_diagonal` and the fact that Tr(A c↑†) is `A 0 1 + A 2 3`. `traces_hubbard` and `traces_static` insert the energies and hold for all real arguments. `gaussian_exp` is the Gaussian average. `static_partition` and `static_green_average` rewrite the integrand as a sum of exponentials (`hf`), split it with `integral_add`, and insert that average. In `static_misses_green`, which obtains β > 0 from `hτ0` and `hτ`, the step `key` clears denominators and hands sU(β − s) > 0 to `nlinarith`; it is applied to τ and β − τ, and the sum is scaled by e^(−βU/4), negated and divided by 4cosh(βU/4) > 0. `static_exact_at_endpoints` compares the closed forms.

Two habits are worth reusing. The integral of e^(tφ) is by `rfl` a moment-generating function, so `mgf_fun_id_gaussianReal` evaluates it with no explicit density. And `gaussian_exp` returns integrability together with the value, which is what each `integral_add` asks for.

The Hubbard–Stratonovich decoupling enters only through scalar averages of traces, not as an operator identity or a Grassmann integral. The theorems concern one site at half filling, real U ≥ 0, the spin channel and spin up, in exact arithmetic; hopping, time-dependent fields and sampling error lie beyond them. The cases below follow from the closed forms on paper and are not theorems of the file.

At τ = β/2 one finds G_exact = −1/(2cosh(βU/4)) and G_static/G_exact = e^(−βU/8), which is 1/e at βU = 8 and tends to 1 as βU → 0. At the endpoints both functions equal −½.

At U = 0 the field is fixed at zero and both sides of the inequality equal 2, so strictness needs U > 0. At τ = 2β the inequality reverses: the left side is e^(2βU) + e^(βU/2), the right side e^(βU) + e^(−βU/2). For U < 0, `toNNReal` clips the variance to zero, and the partition identity would read 4e^(−βU/4) = 4cosh(βU/4), which is false; a code that clamps a negative variance makes the same error.

For the atom, cutting the interval at τ and giving each segment of length s its own independent field of variance U/s turns the exponent into s²(U/s)/2 = sU/2 and, after multiplication by e^(−βU/4), restores g[H](τ) at that τ.
